# A density functional that bounds the energy from below and touches it with zero derivative does so at an eigenstate

In a ΔSCF calculation, a self-consistent solution with non-aufbau occupations is taken to represent an excited state, and the value of the density functional there is read as that state's energy. For a Hamiltonian that is a finite matrix, a state is an eigenstate, though not necessarily an excited one, with the value of the functional as its energy if three conditions hold: at every density the functional lies at or below the energy of each state with that density, at the density of the state in question it equals the energy of that state, and its derivative there is zero. Approximate functionals need not meet these conditions.

## From a stationary density to an eigenvalue equation

Let H and N_i be Hermitian matrices, with i running over a finite set. The density of a state φ is the real vector d(φ) with components d_i(φ) = ⟨φ, N_i φ⟩. Let G be a real function of such vectors, with

G(d(φ)) ≤ ⟨φ, Hφ⟩ for every unit φ,

and with equality at a unit state ψ. Suppose G is differentiable at d(ψ) with gradient g, and write K = H − Σ_i g_i N_i. The claim is

Kψ = μψ, with μ = G(d(ψ)) − Σ_i g_i d_i(ψ).

For g = 0 it reads Hψ = G(d(ψ)) ψ.

Take any χ with Re⟨χ, ψ⟩ = 0, put c = ⟨χ, χ⟩, and follow the line ψ + tχ for real t. Its squared norm is

1 + 2t Re⟨χ, ψ⟩ + t²c = 1 + t²c.

For Hermitian A, ⟨ψ, Aχ⟩ is the complex conjugate of ⟨χ, Aψ⟩, so the normalised expectation value is

a_A(t) = (⟨ψ, Aψ⟩ + 2t Re⟨χ, Aψ⟩ + t²⟨χ, Aχ⟩) / (1 + t²c).

At t = 0 the denominator is 1 and its derivative is 0, hence

a_A′(0) = 2 Re⟨χ, Aψ⟩.

Let D(t) be the vector with components a_{N_i}(t), and let F(t) = a_H(t) − G(D(t)). The lower bound gives F(t) ≥ 0 and the contact at ψ gives F(0) = 0, so F has a minimum at t = 0. By the chain rule,

0 = F′(0) = 2 Re⟨χ, Hψ⟩ − Σ_i g_i · 2 Re⟨χ, N_i ψ⟩ = 2 Re⟨χ, Kψ⟩.

Now let r = Kψ − μψ. Since G(d(ψ)) = ⟨ψ, Hψ⟩, we have ⟨ψ, Kψ⟩ = μ and therefore ⟨ψ, r⟩ = 0. This makes χ = r an allowed variation, and

⟨r, r⟩ = Re⟨r, Kψ⟩ − μ Re⟨r, ψ⟩ = 0.

Hence r = 0, which is the claim.

## A constant functional without the lower bound

Let H = σ_z and ψ = (1, 1)/√2, whose energy is 0. The constant functional G = 0 equals the energy at ψ and has zero derivative everywhere, whatever the density operators are. Yet σ_z ψ = (1, −1)/√2 is not a multiple of ψ. The condition that fails is the lower bound: the state (0, 1) has energy −1, below G.

## States, densities and the contact condition

The type `n` labels the basis states and `ι` the density operators; both are finite.

In Lean 4 with Mathlib:

```lean
import Mathlib

open Matrix

namespace StationaryDensityFunctional

noncomputable section

variable {n ι : Type*} [Fintype n] [Fintype ι]
```

An expectation value is the real part of ⟨φ, Aφ⟩, which loses nothing for Hermitian A. It is not divided by the squared norm, so it has its usual meaning for unit vectors only.

```lean
/-- The real part of the expectation value `⟨φ, A φ⟩`. -/
def expect (A : Matrix n n ℂ) (φ : n → ℂ) : ℝ := (star φ ⬝ᵥ A *ᵥ φ).re
```

The density collects these numbers. The N_i could be site occupations of a lattice model, but any Hermitian matrices are allowed.

```lean
/-- The density of a state: the list of real parts of the expectation values of the `N i`. -/
def density (N : ι → Matrix n n ℂ) (φ : n → ℂ) : ι → ℝ := fun i => expect (N i) φ
```

The matrix K is called `effective`. Its gradient term acts as a potential coupled to the density.

```lean
/-- The Hamiltonian `H - ∑ i, g i • N i`, shifted by a potential coupled to the density. -/
def effective (H : Matrix n n ℂ) (N : ι → Matrix n n ℂ) (g : ι → ℝ) : Matrix n n ℂ :=
  H - ∑ i, (g i : ℂ) • N i
```

The next structure holds the normalisation of ψ, the lower bound and the contact. Together they say that ψ has the lowest energy among all unit states with its density. An excited state that shares its density with a state of lower energy is therefore excluded.

```lean
/-- The density functional `G` is a lower bound to the energy of every unit state, and
the bound is attained at the unit state `ψ`. -/
structure TouchesAt (H : Matrix n n ℂ) (N : ι → Matrix n n ℂ) (G : (ι → ℝ) → ℝ)
    (ψ : n → ℂ) : Prop where
  unit : star ψ ⬝ᵥ ψ = 1
  bound : ∀ φ : n → ℂ, star φ ⬝ᵥ φ = 1 → G (density N φ) ≤ expect H φ
  touch : G (density N ψ) = expect H ψ
```

## The first variation

The squared norm is a sum of squared amplitudes. This gives c ≥ 0 and, later, r = 0 from ⟨r, r⟩ = 0.

```lean
/-- The squared norm of a state is the sum of its squared amplitudes. -/
theorem norm_re (φ : n → ℂ) : (star φ ⬝ᵥ φ).re = ∑ i, Complex.normSq (φ i) := by
  simp only [dotProduct, Complex.re_sum, Pi.star_apply]
  refine Finset.sum_congr rfl fun i _ => ?_
  simp only [Complex.star_def, Complex.mul_re, Complex.conj_re, Complex.conj_im,
    Complex.normSq_apply]
  ring
```

The expansion along ψ + tχ uses Hermiticity once, in `h`, to merge the two cross terms.

```lean
/-- The expectation value of a Hermitian operator along the line `ψ + t χ` is quadratic
in `t`. -/
theorem expect_line {A : Matrix n n ℂ} (hA : A.IsHermitian) (ψ χ : n → ℂ) (t : ℝ) :
    expect A (ψ + (t : ℂ) • χ) =
      expect A ψ + 2 * t * (star χ ⬝ᵥ A *ᵥ ψ).re + t ^ 2 * expect A χ := by
  have h : (star ψ ⬝ᵥ A *ᵥ χ).re = (star χ ⬝ᵥ A *ᵥ ψ).re := by
    rw [Matrix.star_dotProduct, Matrix.star_mulVec, hA.eq, ← Matrix.dotProduct_mulVec]
    exact Complex.conj_re _
  simp only [expect, star_add, star_smul, Matrix.mulVec_add, Matrix.mulVec_smul,
    add_dotProduct, dotProduct_add, smul_dotProduct, dotProduct_smul, smul_eq_mul,
    Complex.star_def, Complex.conj_ofReal, Complex.add_re, Complex.re_ofReal_mul]
  linear_combination t * h
```

The bound is assumed for unit states only. The following lemma carries it over to a vector of squared norm s > 0 by rescaling with a real factor, called `c` inside this proof, whose square is 1/s.

```lean
omit [Fintype ι] in
/-- The lower bound for states of any positive squared norm `s`, with energy and density
divided by `s`. -/
theorem TouchesAt.bound_div {H : Matrix n n ℂ} {N : ι → Matrix n n ℂ} {G : (ι → ℝ) → ℝ}
    {ψ : n → ℂ} (h : TouchesAt H N G ψ) (φ : n → ℂ) {s : ℝ} (hs : 0 < s)
    (hφ : (star φ ⬝ᵥ φ).re = s) :
    G (fun i => expect (N i) φ / s) ≤ expect H φ / s := by
  have hreal : star φ ⬝ᵥ φ = (s : ℂ) := by
    have e : star (star φ ⬝ᵥ φ) = star φ ⬝ᵥ φ := by rw [← Matrix.star_dotProduct]
    rw [← hφ]
    exact (Complex.conj_eq_iff_re.mp e).symm
  -- normalise the state by a real factor `c`
  obtain ⟨c, hc⟩ : ∃ c : ℝ, c ^ 2 = s⁻¹ :=
    ⟨(√s)⁻¹, by rw [inv_pow, Real.sq_sqrt hs.le]⟩
  have hcs : c * (c * s) = 1 := by
    rw [← mul_assoc, ← sq, hc, inv_mul_cancel₀ hs.ne']
  have hscale : ∀ A : Matrix n n ℂ, expect A ((c : ℂ) • φ) = expect A φ / s := by
    intro A
    simp only [expect, star_smul, Matrix.mulVec_smul, smul_dotProduct, dotProduct_smul,
      smul_eq_mul, Complex.star_def, Complex.conj_ofReal, Complex.re_ofReal_mul]
    rw [← mul_assoc, ← sq, hc, div_eq_inv_mul]
  have hb := h.bound ((c : ℂ) • φ) (by
    simp only [star_smul, smul_dotProduct, dotProduct_smul, smul_eq_mul,
      Complex.star_def, Complex.conj_ofReal, hreal]
    exact_mod_cast hcs)
  unfold density at hb
  simpa only [hscale] using hb
```

The quotient rule then gives a_A′(0).

```lean
/-- First variation: for Hermitian `A`, the derivative at `t = 0` of the expectation value of `A`
along `ψ + t χ`, divided by `1 + t² c`, is `2 Re ⟨χ, A ψ⟩`. -/
theorem first_variation {A : Matrix n n ℂ} (hA : A.IsHermitian) (ψ χ : n → ℂ) (c : ℝ) :
    HasDerivAt (fun t : ℝ => expect A (ψ + (t : ℂ) • χ) / (1 + t ^ 2 * c))
      (2 * (star χ ⬝ᵥ A *ᵥ ψ).re) 0 := by
  simp only [expect_line hA]
  have h1 := ((((hasDerivAt_id' (0 : ℝ)).const_mul 2).mul_const
    (star χ ⬝ᵥ A *ᵥ ψ).re).const_add (expect A ψ)).fun_add
    ((hasDerivAt_pow 2 (0 : ℝ)).mul_const (expect A χ))
  have h2 := ((hasDerivAt_pow 2 (0 : ℝ)).mul_const c).const_add 1
  exact (h1.fun_div h2 (by simp)).congr_deriv (by simp)
```

Matrix elements of K split into an energy part and a density part.

```lean
/-- Real parts of matrix elements of the shifted Hamiltonian, split into energy and density parts.
-/
theorem effective_re (H : Matrix n n ℂ) (N : ι → Matrix n n ℂ) (g : ι → ℝ)
    (χ ψ : n → ℂ) : (star χ ⬝ᵥ effective H N g *ᵥ ψ).re =
      (star χ ⬝ᵥ H *ᵥ ψ).re - ∑ i, g i * (star χ ⬝ᵥ N i *ᵥ ψ).re := by
  simp only [effective, Matrix.sub_mulVec, Matrix.sum_mulVec, Matrix.smul_mulVec,
    dotProduct_sub, dotProduct_sum, dotProduct_smul, smul_eq_mul, Complex.sub_re,
    Complex.re_sum, Complex.re_ofReal_mul]
```

In `TouchesAt.stationary`, the hypothesis `hG` says that the derivative of G at d(ψ) is the linear map δ ↦ Σ_i g_i δ_i. Differentiability is assumed, and in every direction of the density space, including those that no state can reach. The proof follows the argument by hand: `expect_line` with the identity matrix gives the squared norm 1 + t²c, `hmin` is the minimum of F, `hGD` is the chain rule, and `hz` is F′(0) = 0.

```lean
variable {H : Matrix n n ℂ} {N : ι → Matrix n n ℂ} {G : (ι → ℝ) → ℝ} {ψ : n → ℂ}
  {g : ι → ℝ}

/-- Let `H` and all `N i` be Hermitian and let `TouchesAt H N G ψ` hold. If `G` has gradient `g` at
the density of `ψ`, then `(H - ∑ i, g i • N i) ψ` has no real overlap with any variation `χ` that
has no real overlap with `ψ`. -/
theorem TouchesAt.stationary (h : TouchesAt H N G ψ) (hH : H.IsHermitian)
    (hN : ∀ i, (N i).IsHermitian)
    (hG : HasFDerivAt G (∑ i, g i • (ContinuousLinearMap.proj i : (ι → ℝ) →L[ℝ] ℝ))
      (density N ψ)) (χ : n → ℂ) (hχ : (star χ ⬝ᵥ ψ).re = 0) :
    (star χ ⬝ᵥ effective H N g *ᵥ ψ).re = 0 := by
  classical
  obtain ⟨c, hc⟩ : ∃ c, c = (star χ ⬝ᵥ χ).re := ⟨_, rfl⟩
  have hc0 : 0 ≤ c := by
    rw [hc, norm_re]
    exact Finset.sum_nonneg fun i _ => Complex.normSq_nonneg _
  let D : ℝ → ι → ℝ := fun t i => expect (N i) (ψ + (t : ℂ) • χ) / (1 + t ^ 2 * c)
  let F : ℝ → ℝ := fun t => expect H (ψ + (t : ℂ) • χ) / (1 + t ^ 2 * c) - G (D t)
  have hD0 : D 0 = density N ψ := by
    funext i
    simp [D, density]
  have hF0 : F 0 = 0 := by
    simp only [F, hD0, h.touch]
    simp
  -- energy minus functional is minimal at `t = 0`
  have hmin : IsLocalMin F 0 := by
    refine Filter.Eventually.of_forall fun t => ?_
    have e := expect_line (A := (1 : Matrix n n ℂ)) Matrix.isHermitian_one ψ χ t
    simp only [expect, Matrix.one_mulVec] at e
    rw [h.unit, hχ, ← hc, Complex.one_re, mul_zero, add_zero] at e
    rw [hF0]
    exact sub_nonneg.mpr (h.bound_div _ (by positivity) e)
  have hD : HasDerivAt D (fun i => 2 * (star χ ⬝ᵥ N i *ᵥ ψ).re) 0 :=
    hasDerivAt_pi.2 fun i => first_variation (hN i) ψ χ c
  rw [← hD0] at hG
  have hGD : HasDerivAt (fun t => G (D t)) _ 0 := hG.comp_hasDerivAt (0 : ℝ) hD
  have hF : HasDerivAt F (2 * (star χ ⬝ᵥ H *ᵥ ψ).re -
      ∑ i, g i * (2 * (star χ ⬝ᵥ N i *ᵥ ψ).re)) 0 :=
    ((first_variation hH ψ χ c).fun_sub hGD).congr_deriv (by simp)
  have hz := hmin.hasDerivAt_eq_zero hF
  have hsum : ∑ i, g i * (2 * (star χ ⬝ᵥ N i *ᵥ ψ).re) =
      2 * ∑ i, g i * (star χ ⬝ᵥ N i *ᵥ ψ).re := by
    rw [Finset.mul_sum]
    exact Finset.sum_congr rfl fun i _ => by ring
  rw [effective_re]
  linarith
```

## The eigenvalue equation

The residual r now serves as the variation. `hrψ` shows that it is allowed, and `hrr` that its norm vanishes.

```lean
/-- Let `H` and all `N i` be Hermitian and let `TouchesAt H N G ψ` hold. If `G` has gradient `g` at
the density of `ψ`, then `ψ` solves the eigenvalue equation of `H - ∑ i, g i • N i` with eigenvalue
`G(d) - ∑ i, g i * d i`, `d` the density of `ψ`. -/
theorem TouchesAt.euler_equation (h : TouchesAt H N G ψ) (hH : H.IsHermitian)
    (hN : ∀ i, (N i).IsHermitian)
    (hG : HasFDerivAt G (∑ i, g i • (ContinuousLinearMap.proj i : (ι → ℝ) →L[ℝ] ℝ))
      (density N ψ)) :
    effective H N g *ᵥ ψ =
      ((G (density N ψ) - ∑ i, g i * density N ψ i : ℝ) : ℂ) • ψ := by
  obtain ⟨μ, hμ⟩ : ∃ μ, μ = G (density N ψ) - ∑ i, g i * density N ψ i := ⟨_, rfl⟩
  have hμ' : (star ψ ⬝ᵥ effective H N g *ᵥ ψ).re = μ := by
    rw [effective_re, hμ, h.touch]
    rfl
  rw [← hμ]
  -- use the residual of the eigenvalue equation as the variation
  obtain ⟨r, hr⟩ : ∃ r, r = effective H N g *ᵥ ψ - (μ : ℂ) • ψ := ⟨_, rfl⟩
  have hx : ∀ x : n → ℂ, (star x ⬝ᵥ r).re =
      (star x ⬝ᵥ effective H N g *ᵥ ψ).re - μ * (star x ⬝ᵥ ψ).re := by
    intro x
    rw [hr, dotProduct_sub, dotProduct_smul, smul_eq_mul, Complex.sub_re,
      Complex.re_ofReal_mul]
  have hrψ : (star r ⬝ᵥ ψ).re = 0 := by
    have e : (star r ⬝ᵥ ψ).re = (star ψ ⬝ᵥ r).re := by
      rw [Matrix.star_dotProduct]
      exact Complex.conj_re _
    rw [e, hx, hμ', h.unit, Complex.one_re, mul_one, sub_self]
  have hrr : (star r ⬝ᵥ r).re = 0 := by
    rw [hx, h.stationary hH hN hG r hrψ, hrψ, mul_zero, sub_zero]
  rw [norm_re, Finset.sum_eq_zero_iff_of_nonneg fun i _ => Complex.normSq_nonneg _] at hrr
  have hr0 : r = 0 := funext fun i => Complex.normSq_eq_zero.mp (hrr i (Finset.mem_univ i))
  exact sub_eq_zero.mp (hr.symm.trans hr0)
```

Setting g = 0 gives the statement for a stationary density. The theorem takes G as given; it neither constructs such a functional nor shows that a chosen excited state has one. Here ψ is a state of the system with Hamiltonian H, not the determinant of an auxiliary Kohn–Sham system.

```lean
/-- Let `H` and all `N i` be Hermitian and let `TouchesAt H N G ψ` hold. If the derivative of `G`
vanishes at the density of `ψ`, then `ψ` is an eigenstate of `H` whose energy is the value of `G`
there. -/
theorem TouchesAt.eigenstate (h : TouchesAt H N G ψ) (hH : H.IsHermitian)
    (hN : ∀ i, (N i).IsHermitian)
    (hG : HasFDerivAt G (0 : (ι → ℝ) →L[ℝ] ℝ) (density N ψ)) :
    H *ᵥ ψ = (G (density N ψ) : ℂ) • ψ := by
  have e := h.euler_equation (g := 0) hH hN (by simpa using hG)
  simpa [effective] using e
```

With a nonzero gradient, ψ is still an eigenstate of H with energy G(d(ψ)) exactly when the potential term acts on ψ as the number Σ_i g_i d_i(ψ). This happens, for instance, when all g_i are equal and the N_i add up to a fixed particle number: the potential is then a constant shift. The proof writes both sides of the eigenvalue equation of K as differences and cancels the terms that are equal.

```lean
/-- Let `H` and all `N i` be Hermitian and let `TouchesAt H N G ψ` hold. If `G` has gradient `g` at
the density `d` of `ψ`, then `ψ` is an eigenstate of `H` with energy `G(d)` exactly when `∑ i, g i •
N i` acts on `ψ` as the number `∑ i, g i * d i`. -/
theorem TouchesAt.eigenstate_iff (h : TouchesAt H N G ψ) (hH : H.IsHermitian)
    (hN : ∀ i, (N i).IsHermitian)
    (hG : HasFDerivAt G (∑ i, g i • (ContinuousLinearMap.proj i : (ι → ℝ) →L[ℝ] ℝ))
      (density N ψ)) :
    H *ᵥ ψ = (G (density N ψ) : ℂ) • ψ ↔
      (∑ i, (g i : ℂ) • N i) *ᵥ ψ = ((∑ i, g i * density N ψ i : ℝ) : ℂ) • ψ := by
  have m := h.euler_equation hH hN hG
  rw [effective, Matrix.sub_mulVec, Complex.ofReal_sub, sub_smul] at m
  constructor
  · intro e
    rw [e] at m
    exact sub_right_inj.mp m
  · intro e
    rw [e] at m
    exact sub_left_inj.mp m
```

## The upper level of σ_z

A two-level system shows that the conditions can be met by a state other than the ground state. The density operators are the Pauli matrices, numbered 0, 1, 2 for x, y, z. Their three expectation values fix a unit state up to a phase, so this density carries more information than site occupations would.

```lean
/-- The three Pauli matrices. -/
def pauli : Fin 3 → Matrix (Fin 2) (Fin 2) ℂ :=
  ![!![0, 1; 1, 0], !![0, -Complex.I; Complex.I, 0], !![1, 0; 0, -1]]
```

The functional is a downward paraboloid with its maximum at e_z = (0, 0, 1).

```lean
/-- The functional `1 - |d - e_z|² / 2` of a three-component density. -/
def cap (d : Fin 3 → ℝ) : ℝ := 1 - (d 0 ^ 2 + d 1 ^ 2 + (d 2 - 1) ^ 2) / 2
```

For a unit state the three components satisfy d_0² + d_1² + d_2² = 1, so that

1 − (d_0² + d_1² + (d_2 − 1)²)/2 = 1 − (2 − 2d_2)/2 = d_2,

which is the energy for H = σ_z. This is `key`, and it supplies both the bound and the contact. The upper level (1, 0) has density e_z, where `cap` is maximal and its derivative therefore vanishes. The last part of the statement records that (0, 1) lies lower, with energy −1 against 1.

```lean
/-- For `H = σ_z` with the Pauli matrices as density operators, `cap` and the state `(1, 0)`
meet all hypotheses of `TouchesAt.eigenstate`, and `(0, 1)` has lower energy. -/
theorem eigenstate_witness :
    (∀ i, (pauli i).IsHermitian) ∧ TouchesAt (pauli 2) pauli cap ![1, 0] ∧
      HasFDerivAt cap (0 : (Fin 3 → ℝ) →L[ℝ] ℝ) (density pauli ![1, 0]) ∧
      expect (pauli 2) ![0, 1] < expect (pauli 2) ![1, 0] := by
  -- on unit states the functional equals the energy
  have key : ∀ φ : Fin 2 → ℂ, star φ ⬝ᵥ φ = 1 →
      cap (density pauli φ) = expect (pauli 2) φ := by
    intro φ hφ
    have hn := congrArg Complex.re hφ
    simp only [dotProduct, Fin.sum_univ_two, Pi.star_apply, Complex.star_def,
      Complex.add_re, Complex.mul_re, Complex.conj_re, Complex.conj_im,
      Complex.one_re] at hn
    have hx : expect (pauli 0) φ =
        2 * ((φ 0).re * (φ 1).re + (φ 0).im * (φ 1).im) := by
      simp [expect, pauli, Matrix.mulVec, dotProduct, Fin.sum_univ_two]
      ring
    have hy : expect (pauli 1) φ =
        2 * ((φ 0).re * (φ 1).im - (φ 0).im * (φ 1).re) := by
      simp [expect, pauli, Matrix.mulVec, dotProduct, Fin.sum_univ_two]
      ring
    have hz : expect (pauli 2) φ =
        (φ 0).re ^ 2 + (φ 0).im ^ 2 - (φ 1).re ^ 2 - (φ 1).im ^ 2 := by
      simp [expect, pauli, Matrix.mulVec, dotProduct, Fin.sum_univ_two]
      ring
    simp only [cap, density, hx, hy, hz]
    linear_combination (-((φ 0).re ^ 2 + (φ 0).im ^ 2 + (φ 1).re ^ 2 +
      (φ 1).im ^ 2 + 1) / 2) * hn
  have hu : star (![1, 0] : Fin 2 → ℂ) ⬝ᵥ ![1, 0] = 1 := by
    simp [dotProduct, Fin.sum_univ_two]
  have hup : expect (pauli 2) ![1, 0] = 1 := by
    simp [expect, pauli, Matrix.mulVec, dotProduct, Fin.sum_univ_two]
  have hdown : expect (pauli 2) ![0, 1] = -1 := by
    simp [expect, pauli, Matrix.mulVec, dotProduct, Fin.sum_univ_two]
  refine ⟨?_, ⟨hu, fun φ hφ => (key φ hφ).le, key _ hu⟩, ?_, ?_⟩
  · intro i
    apply Matrix.IsHermitian.ext
    intro a b
    fin_cases i <;> fin_cases a <;> fin_cases b <;> simp [pauli]
  · -- the functional is maximal at the density of `(1, 0)`
    have hmax : IsLocalMax cap (density pauli ![1, 0]) := by
      refine Filter.Eventually.of_forall fun d => ?_
      rw [key _ hu, hup]
      unfold cap
      nlinarith [sq_nonneg (d 0), sq_nonneg (d 1), sq_nonneg (d 2 - 1)]
    have hdiff : DifferentiableAt ℝ cap (density pauli ![1, 0]) := by
      change DifferentiableAt ℝ
        (fun d : Fin 3 → ℝ => 1 - (d 0 ^ 2 + d 1 ^ 2 + (d 2 - 1) ^ 2) / 2) _
      fun_prop
    have hd := hdiff.hasFDerivAt
    rwa [hmax.fderiv_eq_zero] at hd
  · rw [hup, hdown]
    norm_num

end

end StationaryDensityFunctional
```

```lean
#print axioms StationaryDensityFunctional.TouchesAt.eigenstate
-- 'StationaryDensityFunctional.TouchesAt.eigenstate' depends on axioms: [propext, Classical.choice, Quot.sound]
#print axioms StationaryDensityFunctional.TouchesAt.eigenstate_iff
-- 'StationaryDensityFunctional.TouchesAt.eigenstate_iff' depends on axioms: [propext, Classical.choice, Quot.sound]
```
